# With a symmetric kernel, the nonlocal correlation binding energy of two unchanged fragments is their cross energy

Two fragments are given on finite sets of grid points, each point with a density weight, a local wave number and a position. The nonlocal correlation energy of a system is half the double sum, over all its pairs of points, of the two weights times a kernel of the distance scaled by each wave number. The lemma says that, for a symmetric kernel, the energy of the joined system minus the energies of its parts is the sum over pairs with one point in each fragment, provided that weights and wave numbers do not change on joining. The attempt shows that this cross sum is the same in either order of the fragments, splits the joined double sum into four blocks, and finishes by algebra.

An attempt in Lean 4 with a fault in it:

```lean
import Mathlib

open Filter Topology

namespace BindingEnergyEqCrossEnergy

noncomputable section

/-- Three-dimensional physical space. -/
abbrev Space := EuclideanSpace ℝ (Fin 3)

/-- A fragment on grid points labelled by `ι`: each has a density weight `n`, a local wave number
`q` and a position `x`. -/
structure Fragment (ι : Type*) where
  n : ι → ℝ
  q : ι → ℝ
  x : ι → Space

variable {ι κ : Type*}

/-- The system made of both fragments, with weights and wave numbers unchanged. -/
def Fragment.join (A : Fragment ι) (B : Fragment κ) : Fragment (ι ⊕ κ) where
  n := Sum.elim A.n B.n
  q := Sum.elim A.q B.q
  x := Sum.elim A.x B.x

variable [Fintype ι] [Fintype κ]

/-- The kernel summed over all pairs of points, one from each fragment; its arguments are the
distance scaled by the two local wave numbers. -/
def crossEnergy (phi : ℝ → ℝ → ℝ) (A : Fragment ι) (B : Fragment κ) : ℝ :=
  ∑ i, ∑ j, A.n i * B.n j * phi (A.q i * ‖A.x i - B.x j‖) (B.q j * ‖A.x i - B.x j‖)

/-- The nonlocal correlation energy of one system: half the double sum over its points. -/
def nonlocalEnergy (phi : ℝ → ℝ → ℝ) (A : Fragment ι) : ℝ :=
  1 / 2 * crossEnergy phi A A

/-- The nonlocal energy of the joined system minus the nonlocal energies of its two parts. -/
def bindingEnergy (phi : ℝ → ℝ → ℝ) (A : Fragment ι) (B : Fragment κ) : ℝ :=
  nonlocalEnergy phi (A.join B) - nonlocalEnergy phi A - nonlocalEnergy phi B

/-- For a symmetric kernel the binding energy is the cross energy of the two fragments. -/
theorem bindingEnergy_eq_crossEnergy {phi : ℝ → ℝ → ℝ} (hs : ∀ d e, phi d e = phi e d)
    (A : Fragment ι) (B : Fragment κ) : bindingEnergy phi A B = crossEnergy phi A B := by
  have hc : crossEnergy phi B A = crossEnergy phi A B := by
    unfold crossEnergy
    rw [Finset.sum_comm]
    refine Finset.sum_congr rfl fun i _ => Finset.sum_congr rfl fun j _ => ?_
    rw [norm_sub_rev (B.x j) (A.x i), hs (B.q j * _) (A.q i * _), mul_comm (B.n j)]
  -- the double sum over the joined system splits into four blocks
  have hj : crossEnergy phi (A.join B) (A.join B) = crossEnergy phi A A +
      crossEnergy phi A B + (crossEnergy phi B A + crossEnergy phi B B) := by
    simp only [crossEnergy, Fragment.join, Fintype.sum_sum_type, Sum.elim_inl, Sum.elim_inr,
      Finset.sum_add_distrib]
  unfold bindingEnergy nonlocalEnergy
  rw [hj, hc]
  ring

end

end BindingEnergyEqCrossEnergy
```

Compiling this gives:

```
Main.lean:52:75: error: unsolved goals
ι : Type u_1
κ : Type u_2
inst✝¹ : Fintype ι
inst✝ : Fintype κ
phi : ℝ → ℝ → ℝ
hs : ∀ (d e : ℝ), phi d e = phi e d
A : Fragment ι
B : Fragment κ
hc : crossEnergy phi B A = crossEnergy phi A B
⊢ ∑ a₁, ∑ a₁_1, A.n a₁ * A.n a₁_1 * phi (A.q a₁ * ‖A.x a₁ - A.x a₁_1‖) (A.q a₁_1 * ‖A.x a₁ - A.x a₁_1‖) +
        ∑ a₂, ∑ a₁, B.n a₂ * A.n a₁ * phi (B.q a₂ * ‖B.x a₂ - A.x a₁‖) (A.q a₁ * ‖B.x a₂ - A.x a₁‖) +
      (∑ a₁, ∑ a₂, A.n a₁ * B.n a₂ * phi (A.q a₁ * ‖A.x a₁ - B.x a₂‖) (B.q a₂ * ‖A.x a₁ - B.x a₂‖) +
        ∑ a₂, ∑ a₂_1, B.n a₂ * B.n a₂_1 * phi (B.q a₂ * ‖B.x a₂ - B.x a₂_1‖) (B.q a₂_1 * ‖B.x a₂ - B.x a₂_1‖)) =
    ∑ a₁, ∑ a₁_1, A.n a₁ * A.n a₁_1 * phi (A.q a₁ * ‖A.x a₁ - A.x a₁_1‖) (A.q a₁_1 * ‖A.x a₁ - A.x a₁_1‖) +
        ∑ a₁, ∑ a₂, A.n a₁ * B.n a₂ * phi (A.q a₁ * ‖A.x a₁ - B.x a₂‖) (B.q a₂ * ‖A.x a₁ - B.x a₂‖) +
      (∑ a₂, ∑ a₁, B.n a₂ * A.n a₁ * phi (B.q a₂ * ‖B.x a₂ - A.x a₁‖) (A.q a₁ * ‖B.x a₂ - A.x a₁‖) +
        ∑ a₂, ∑ a₂_1, B.n a₂ * B.n a₂_1 * phi (B.q a₂ * ‖B.x a₂ - B.x a₂_1‖) (B.q a₂_1 * ‖B.x a₂ - B.x a₂_1‖))
```

The change, after which it compiles:

```diff
@@ -53,4 +53,5 @@
     simp only [crossEnergy, Fragment.join, Fintype.sum_sum_type, Sum.elim_inl, Sum.elim_inr,
       Finset.sum_add_distrib]
+    abel
   unfold bindingEnergy nonlocalEnergy
   rw [hj, hc]
```

The error is in the proof of `hj`, the splitting into four blocks. The `simp only` call does split the sum, but leaves the blocks in another order than the statement has them. Writing AB for the block with first point in `A` and second in `B`, the goal left over is AA + BA + (AB + BB) = AA + AB + (BA + BB).

The order comes from the way the rewrites combine. The inner sum, over the second point, is split first by `Fintype.sum_sum_type`. `Finset.sum_add_distrib` then carries the outer sum into both parts, and only after that is each outer sum split. The blocks are thus grouped by the fragment of the second point, while `hj` groups them by that of the first. None of the lemmas given to `simp only` reorders the terms of an addition, so the goal stays open.

The two sides differ only in the order of the middle blocks. The added `abel` proves equalities that hold by the laws of commutative addition, and so closes the goal.
